# Orbital-energy errors are bounded by the Hamiltonian error divided by the smallest overlap eigenvalue

In an extended Hückel calculation the Hamiltonian matrix elements are estimates, and the atomic orbitals overlap. Suppose the estimates change from \(H\) to \(H'\) while the overlap matrix \(S\) stays fixed. How far can the orbital energies move, and what happens when the basis is nearly linearly dependent?

Let \(H,H',S\) be real symmetric \(n\times n\) matrices, and let the smallest eigenvalue \(s\) of \(S\) be positive. Write \(E_0\le\dots\le E_{n-1}\) for the generalised eigenvalues of \((H,S)\), and \(E'_k\) for those of \((H',S)\). Then

\[
|E_k-E'_k|\le \frac{\|H-H'\|}{s}\qquad\text{for every }k,
\]

where the spectral norm \(\|D\|\) is the largest factor by which \(D\) stretches a Euclidean length.

## Comparing two spectra on one trial vector

Collect the orbital coefficients in the columns of \(C\), so that \(HC=SC\,\mathrm{diag}(E)\) and \(C^TSC=1\). Then \(C^THC=\mathrm{diag}(E)\). A vector \(x\) has orbital amplitudes \(y=C^TSx\), with \(x=Cy\), and therefore

\[
x\cdot Hx=\sum_j E_jy_j^2,\qquad x\cdot Sx=\sum_j y_j^2 .
\]

Let \(y'\) be the amplitudes of \(x\) in the orbitals of \(H'\). Require \(y_j=0\) for \(j<k\) and \(y'_j=0\) for \(j>k\). These are \(n-1\) linear conditions on \(n\) unknowns, so some \(x\neq0\) satisfies them. For this \(x\),

\[
E_k\,x\cdot Sx\le x\cdot Hx,\qquad x\cdot H'x\le E'_k\,x\cdot Sx .
\]

Two estimates remain. Expanding \(x\) in orthonormal eigenvectors \(u_j\) of \(S\), with eigenvalues \(e_j\ge s\), gives \(x\cdot Sx=\sum_j e_j(u_j\cdot x)^2\ge s\,x\cdot x\). The Cauchy–Schwarz inequality gives \(x\cdot Dx\le\|D\|\,x\cdot x\). Hence

\[
(E_k-E'_k)\,x\cdot Sx\le x\cdot(H-H')x\le\|H-H'\|\,x\cdot x\le\frac{\|H-H'\|}{s}\,x\cdot Sx .
\]

Divide by \(x\cdot Sx>0\), then exchange \(H\) and \(H'\) to obtain the absolute value.

## A perturbation that reaches the bound

As a mathematical test case, take \(H=0\) and \(H'=1\) in some energy unit. (With overlapping orbitals this is not an extended Hückel pair, since the usual formula there makes off-diagonal elements proportional to the overlap.) All levels of \(H\) vanish, because \(\mathrm{diag}(E)=C^THC=0\). If \(Sv=sv\) with \(v\ne0\), then

\[
v\cdot v=\sum_jE'_j y_j'^2\le E'_{n-1}\,v\cdot Sv=E'_{n-1}\,s\,v\cdot v,
\]

so \(E'_{n-1}\ge1/s\). Since \(\|1\|=1\), the bound gives the reverse inequality, and equality holds at the highest level.

For two normalised orbitals with overlap \(0\le\sigma<1\), \(s=1-\sigma\), with eigenvector \((1,-1)/\sqrt2\). Normalised with respect to \(S\), this combination is \((1,-1)/\sqrt{2(1-\sigma)}\): its coefficients grow as the orbitals become alike, and errors in the matrix elements are weighted accordingly. Not every error is amplified: \(H'=H+\varepsilon S\) shifts each level by just \(\varepsilon\).

## Orbitals, levels and the overlap eigenvalue in Lean

The opened scope `Matrix.Norms.L2Operator` makes `‖H - H'‖` the spectral norm. Indices in `Fin n` run from 0 to \(n-1\).

```lean
import Mathlib

open Matrix
open scoped Matrix.Norms.L2Operator

namespace OverlapErrorAmplification

variable {n : ℕ} {H H' S C C' : Matrix (Fin n) (Fin n) ℝ} {E E' : Fin n → ℝ} {s : ℝ}
```

`Diagonalises` contains the secular equation and the overlap normalisation.

```lean
/-- The columns of `C` are orbitals with energies `E`: they solve `H C = S C diag(E)` and are
orthonormal with respect to the overlap matrix `S`. -/
def Diagonalises (H S C : Matrix (Fin n) (Fin n) ℝ) (E : Fin n → ℝ) : Prop :=
  H * C = S * C * diagonal E ∧ Cᵀ * S * C = 1
```

`IsLevels` adds the increasing order; degenerate levels are repeated.

```lean
/-- `(H, S)` has a full set of orbitals orthonormal with respect to `S`, and `E` lists their
energies, the generalised eigenvalues, in increasing order with multiplicity. -/
def IsLevels (H S : Matrix (Fin n) (Fin n) ℝ) (E : Fin n → ℝ) : Prop :=
  Monotone E ∧ ∃ C, Diagonalises H S C E
```

`IsLeast` says that \(s\) is itself an eigenvalue of \(S\) and that no eigenvalue lies below it.

```lean
/-- `s` is the smallest (ordinary) eigenvalue of `S`. -/
def IsSmallestEigenvalue (S : Matrix (Fin n) (Fin n) ℝ) (s : ℝ) : Prop :=
  IsLeast {μ : ℝ | ∃ v : Fin n → ℝ, v ≠ 0 ∧ S *ᵥ v = μ • v} s
```

## The estimates behind the bound

The first lemma is the expansion in amplitudes. Its `key` step substitutes \(x=Cy\) into any quadratic form.

```lean
/-- In terms of the orbital amplitudes `Cᵀ S x` of a vector `x`, the energy form is the sum of
squares weighted by orbital energies and the overlap form is the plain sum of squares; the
latter is positive for nonzero `x`. -/
theorem orbital_expansion (h : Diagonalises H S C E) (x : Fin n → ℝ) :
    x ⬝ᵥ H *ᵥ x = ∑ j, E j * ((Cᵀ * S) *ᵥ x) j ^ 2 ∧
    x ⬝ᵥ S *ᵥ x = ∑ j, ((Cᵀ * S) *ᵥ x) j ^ 2 ∧
    (x ≠ 0 → 0 < x ⬝ᵥ S *ᵥ x) := by
  obtain ⟨h1, h2⟩ := h
  have hc : C * (Cᵀ * S) = 1 := mul_eq_one_comm.mp h2
  obtain ⟨y, hy⟩ : ∃ y, y = (Cᵀ * S) *ᵥ x := ⟨_, rfl⟩
  rw [← hy]
  have hx : C *ᵥ y = x := by rw [hy, mulVec_mulVec, hc, one_mulVec]
  have key : ∀ A : Matrix (Fin n) (Fin n) ℝ,
      x ⬝ᵥ A *ᵥ x = y ⬝ᵥ (Cᵀ * A * C) *ᵥ y := by
    intro A
    rw [← hx, ← mulVec_mulVec, ← mulVec_mulVec, dotProduct_mulVec y Cᵀ, vecMul_transpose]
  have hD : Cᵀ * H * C = diagonal E := by
    rw [Matrix.mul_assoc, h1, ← Matrix.mul_assoc, ← Matrix.mul_assoc, h2, Matrix.one_mul]
  have hSx : x ⬝ᵥ S *ᵥ x = ∑ j, y j ^ 2 := by
    rw [key, h2, one_mulVec]
    exact Finset.sum_congr rfl fun j _ => by ring
  refine ⟨?_, hSx, fun hx0 => ?_⟩
  · rw [key, hD]
    simp only [dotProduct, mulVec_diagonal]
    exact Finset.sum_congr rfl fun j _ => by ring
  · rw [hSx]
    obtain ⟨j, hj⟩ : ∃ j, y j ≠ 0 := by
      by_contra hn
      push Not at hn
      have hy0 : y = 0 := funext hn
      exact hx0 (by rw [← hx, hy0, mulVec_zero])
    exact Finset.sum_pos' (fun i _ => sq_nonneg _) ⟨j, Finset.mem_univ j, by positivity⟩
```

Mathlib's spectral theorem supplies the eigenbasis, and `Tuple.sort` puts the eigenvalues in increasing order. An ordinary eigenproblem is the case where the overlap matrix is 1.

```lean
/-- A real symmetric matrix has an orthonormal eigenbasis with eigenvalues in increasing
order. -/
theorem exists_eigenbasis {A : Matrix (Fin n) (Fin n) ℝ} (hA : A.IsSymm) :
    ∃ U e, Monotone e ∧ Diagonalises A 1 U e ∧
      ∀ j, ∃ v : Fin n → ℝ, v ≠ 0 ∧ A *ᵥ v = e j • v := by
  have hH : A.IsHermitian := by
    rw [Matrix.IsHermitian, conjTranspose_eq_transpose_of_trivial]
    exact hA
  obtain ⟨U, e, h1, h2⟩ : ∃ (U : Matrix (Fin n) (Fin n) ℝ) (e : Fin n → ℝ),
      A * U = U * diagonal e ∧ Uᵀ * U = 1 := by
    refine ⟨(hH.eigenvectorUnitary : Matrix (Fin n) (Fin n) ℝ), hH.eigenvalues, ?_, ?_⟩
    · ext i j
      rw [mul_diagonal]
      have h := congrFun (hH.mulVec_eigenvectorBasis j) i
      simpa [Matrix.mul_apply, Matrix.mulVec, dotProduct, mul_comm] using h
    · rw [← conjTranspose_eq_transpose_of_trivial]
      exact mem_unitaryGroup_iff'.mp hH.eigenvectorUnitary.2
  have hcol : ∀ i j, (A * U) i j = U i j * e j := fun i j => by rw [h1, mul_diagonal]
  -- sort the eigenvalues and permute the columns accordingly
  refine ⟨U.submatrix id (Tuple.sort e), e ∘ Tuple.sort e, Tuple.monotone_sort e,
    ⟨?_, ?_⟩, fun j => ⟨fun i => U i (Tuple.sort e j), fun hv => ?_, ?_⟩⟩
  · ext i j
    rw [Matrix.one_mul, mul_diagonal]
    exact hcol i (Tuple.sort e j)
  · rw [Matrix.mul_one]
    ext i j
    have h := congrFun (congrFun h2 (Tuple.sort e i)) (Tuple.sort e j)
    simpa [Matrix.mul_apply, Matrix.one_apply] using h
  · have hv' : ∀ i, U i (Tuple.sort e j) = 0 := fun i => congrFun hv i
    have h := congrFun (congrFun h2 (Tuple.sort e j)) (Tuple.sort e j)
    simp [Matrix.mul_apply, hv'] at h
  · funext i
    exact (hcol i (Tuple.sort e j)).trans (mul_comm _ _)
```

The next lemma derives the symmetry of \(S\) and \(s>0\) from the existence of overlap-orthonormal orbitals, then proves \(s\,x\cdot x\le x\cdot Sx\).

```lean
/-- If `S` admits overlap-orthonormal orbitals, its smallest eigenvalue `s` is positive and
`s` times the squared length of any vector is at most its overlap form. -/
theorem overlap_bound (h : Diagonalises H S C E) (hs : IsSmallestEigenvalue S s) :
    0 < s ∧ ∀ x : Fin n → ℝ, s * (x ⬝ᵥ x) ≤ x ⬝ᵥ S *ᵥ x := by
  have hP : C * Cᵀ * S = 1 := by
    rw [Matrix.mul_assoc]
    exact mul_eq_one_comm.mp h.2
  have hT : Sᵀ * (C * Cᵀ) = 1 := by
    have := congrArg transpose hP
    rwa [transpose_mul, transpose_mul, transpose_transpose, transpose_one] at this
  have hS : S.IsSymm := left_inv_eq_right_inv hT hP
  constructor
  · obtain ⟨v, hv, hSv⟩ := hs.1
    have hp := (orbital_expansion h v).2.2 hv
    rw [hSv, dotProduct_smul, smul_eq_mul] at hp
    have hvv : 0 ≤ v ⬝ᵥ v := Finset.sum_nonneg fun i _ => mul_self_nonneg (v i)
    by_contra hn
    nlinarith [not_lt.mp hn]
  · intro x
    obtain ⟨U, e, -, hU, he⟩ := exists_eigenbasis hS
    have hx := orbital_expansion hU x
    have hxx := hx.2.1
    rw [one_mulVec] at hxx
    rw [hx.1, hxx, Finset.mul_sum]
    exact Finset.sum_le_sum fun j _ =>
      mul_le_mul_of_nonneg_right (hs.2 (he j)) (sq_nonneg _)
```

The Cauchy–Schwarz estimate passes through Mathlib's Euclidean space, reached by `WithLp.toLp 2`.

```lean
/-- The quadratic form of a matrix is at most its spectral norm times the squared length. -/
theorem form_le_norm (D : Matrix (Fin n) (Fin n) ℝ) (x : Fin n → ℝ) :
    x ⬝ᵥ D *ᵥ x ≤ ‖D‖ * (x ⬝ᵥ x) := by
  have hin : ∀ u v : Fin n → ℝ, inner ℝ (WithLp.toLp 2 u) (WithLp.toLp 2 v) = u ⬝ᵥ v := by
    intro u v
    simp [PiLp.inner_apply, dotProduct, mul_comm]
  calc x ⬝ᵥ D *ᵥ x = inner ℝ (WithLp.toLp 2 x) (WithLp.toLp 2 (D *ᵥ x)) := (hin _ _).symm
    _ ≤ ‖WithLp.toLp 2 x‖ * ‖WithLp.toLp 2 (D *ᵥ x)‖ := real_inner_le_norm _ _
    _ ≤ ‖WithLp.toLp 2 x‖ * (‖D‖ * ‖WithLp.toLp 2 x‖) :=
        mul_le_mul_of_nonneg_left (l2_opNorm_mulVec D (WithLp.toLp 2 x)) (norm_nonneg _)
    _ = ‖D‖ * (x ⬝ᵥ x) := by
        rw [← hin x x, real_inner_self_eq_norm_sq]
        ring
```

For the trial vector, the \(n-1\) conditions become rows of a matrix `M` whose row `k` is zero. Its determinant vanishes, so it annihilates some nonzero \(x\). The two energy inequalities are then compared term by term.

```lean
/-- For each `k` some nonzero trial vector has energy at least the `k`-th level for `H` and at
most the `k`-th level for `H'`, both measured relative to its overlap form. -/
theorem exists_trial_vector (h : Diagonalises H S C E) (hE : Monotone E)
    (h' : Diagonalises H' S C' E') (hE' : Monotone E') (k : Fin n) :
    ∃ x : Fin n → ℝ, x ≠ 0 ∧ E k * (x ⬝ᵥ S *ᵥ x) ≤ x ⬝ᵥ H *ᵥ x ∧
      x ⬝ᵥ H' *ᵥ x ≤ E' k * (x ⬝ᵥ S *ᵥ x) := by
  -- n - 1 orthogonality conditions and one zero row: the determinant vanishes
  obtain ⟨M, hM⟩ : ∃ M : Matrix (Fin n) (Fin n) ℝ, ∀ j, M j =
      if j < k then (Cᵀ * S) j else if j = k then (0 : Fin n → ℝ) else (C'ᵀ * S) j :=
    ⟨fun j => if j < k then (Cᵀ * S) j else if j = k then (0 : Fin n → ℝ) else (C'ᵀ * S) j,
      fun _ => rfl⟩
  have hdet : M.det = 0 := det_eq_zero_of_row_eq_zero k fun i => by rw [hM]; simp
  obtain ⟨x, hx, hMx⟩ := exists_mulVec_eq_zero_iff.mpr hdet
  have low : ∀ j, j < k → ((Cᵀ * S) *ᵥ x) j = 0 := by
    intro j hj
    have h0 : M j ⬝ᵥ x = 0 := congrFun hMx j
    rw [hM, if_pos hj] at h0
    exact h0
  have high : ∀ j, k < j → ((C'ᵀ * S) *ᵥ x) j = 0 := by
    intro j hj
    have h0 : M j ⬝ᵥ x = 0 := congrFun hMx j
    rw [hM, if_neg hj.not_gt, if_neg hj.ne'] at h0
    exact h0
  refine ⟨x, hx, ?_, ?_⟩
  · rw [(orbital_expansion h x).1, (orbital_expansion h x).2.1, Finset.mul_sum]
    refine Finset.sum_le_sum fun j _ => ?_
    rcases lt_or_ge j k with hj | hj
    · rw [low j hj]; simp
    · exact mul_le_mul_of_nonneg_right (hE hj) (sq_nonneg _)
  · rw [(orbital_expansion h' x).1, (orbital_expansion h' x).2.1, Finset.mul_sum]
    refine Finset.sum_le_sum fun j _ => ?_
    rcases lt_or_ge k j with hj | hj
    · rw [high j hj]; simp
    · exact mul_le_mul_of_nonneg_right (hE' hj) (sq_nonneg _)
```

## The bound and the existence of the levels

Inside the main theorem, `key` proves the one-sided inequality for an arbitrary pair of matrices, and is used once in each order.

```lean
/-- Correspondingly ordered levels of `(H, S)` and `(H', S)` differ by at most the spectral norm
of `H - H'` divided by the smallest eigenvalue of the overlap matrix. -/
theorem level_error_bound (hE : IsLevels H S E) (hE' : IsLevels H' S E')
    (hs : IsSmallestEigenvalue S s) (k : Fin n) : |E k - E' k| ≤ ‖H - H'‖ / s := by
  have key : ∀ {A B : Matrix (Fin n) (Fin n) ℝ} {a b : Fin n → ℝ},
      IsLevels A S a → IsLevels B S b → a k - b k ≤ ‖A - B‖ / s := by
    rintro A B a b ⟨ha, Ca, hA⟩ ⟨hb, Cb, hB⟩
    obtain ⟨hs0, hray⟩ := overlap_bound hA hs
    obtain ⟨x, hx, h1, h2⟩ := exists_trial_vector hA ha hB hb k
    have hpos := (orbital_expansion hA x).2.2 hx
    have hD := form_le_norm (A - B) x
    rw [sub_mulVec, dotProduct_sub] at hD
    have hdiff : (a k - b k) * (x ⬝ᵥ S *ᵥ x) ≤ ‖A - B‖ * (x ⬝ᵥ x) := by linarith
    rw [le_div_iff₀ hs0]
    refine le_of_mul_le_mul_right ?_ hpos
    nlinarith [mul_le_mul_of_nonneg_left (hray x) (norm_nonneg (A - B)),
      mul_le_mul_of_nonneg_right hdiff hs0.le]
  refine abs_sub_le_iff.mpr ⟨key hE hE', ?_⟩
  rw [norm_sub_rev]
  exact key hE' hE
```

Symmetry and \(s>0\) are not listed as hypotheses there because `IsLevels` already implies them. Conversely, they guarantee that the levels exist. With \(U\) the eigenvector matrix of \(S\), put \(W=U\,\mathrm{diag}(e_j^{-1/2})\), so that \(W^TSW=1\). Diagonalise \(W^THW=V\,\mathrm{diag}(f)V^T\) and set \(C=WV\). Then \(C^TSC=1\), and \(SWW^T=1\) gives \(HC=SC\,\mathrm{diag}(f)\). Uniqueness is the error bound with \(H=H'\).

```lean
/-- For symmetric `H` and symmetric `S` with positive smallest eigenvalue, the ordered list of
generalised eigenvalues exists and is unique. -/
theorem existsUnique_levels (hH : H.IsSymm) (hS : S.IsSymm)
    (hs : IsSmallestEigenvalue S s) (hs0 : 0 < s) : ∃! E, IsLevels H S E := by
  obtain ⟨U, e, -, ⟨hU1, hU2⟩, he⟩ := exists_eigenbasis hS
  rw [Matrix.one_mul] at hU1
  rw [Matrix.mul_one] at hU2
  have hpos : ∀ j, 0 < e j := fun j => lt_of_lt_of_le hs0 (hs.2 (he j))
  obtain ⟨t, ht⟩ : ∃ t : Fin n → ℝ, ∀ j, t j * e j * t j = 1 := by
    refine ⟨fun j => (Real.sqrt (e j))⁻¹, fun j => ?_⟩
    have h1 := (Real.sqrt_pos.mpr (hpos j)).ne'
    calc (Real.sqrt (e j))⁻¹ * e j * (Real.sqrt (e j))⁻¹
        = (Real.sqrt (e j))⁻¹ * (Real.sqrt (e j) * Real.sqrt (e j)) * (Real.sqrt (e j))⁻¹ := by
          rw [Real.mul_self_sqrt (hpos j).le]
      _ = 1 := by rw [← mul_assoc, inv_mul_cancel₀ h1, one_mul, mul_inv_cancel₀ h1]
  -- canonical orthogonalisation of the basis
  obtain ⟨W, hW⟩ : ∃ W : Matrix (Fin n) (Fin n) ℝ, Wᵀ * S * W = 1 := by
    refine ⟨U * diagonal t, ?_⟩
    calc (U * diagonal t)ᵀ * S * (U * diagonal t)
        = diagonal t * (Uᵀ * (S * U)) * diagonal t := by
          simp only [transpose_mul, diagonal_transpose, Matrix.mul_assoc]
      _ = 1 := by
          rw [hU1, ← Matrix.mul_assoc Uᵀ, hU2, Matrix.one_mul, diagonal_mul_diagonal,
            diagonal_mul_diagonal]
          simp only [ht]
          exact diagonal_one
  have hSW : S * (W * Wᵀ) = 1 := mul_eq_one_comm.mp (by
    rw [Matrix.mul_assoc]
    exact mul_eq_one_comm.mp hW)
  have hG : (Wᵀ * H * W).IsSymm := by
    rw [Matrix.IsSymm, transpose_mul, transpose_mul, transpose_transpose, hH.eq,
      Matrix.mul_assoc]
  obtain ⟨V, f, hf, ⟨hV1, hV2⟩, -⟩ := exists_eigenbasis hG
  rw [Matrix.one_mul] at hV1
  rw [Matrix.mul_one] at hV2
  have hL : IsLevels H S f := by
    refine ⟨hf, W * V, ?_, ?_⟩
    · calc H * (W * V) = S * (W * Wᵀ) * (H * (W * V)) := by rw [hSW, Matrix.one_mul]
        _ = S * W * (Wᵀ * H * W * V) := by simp only [Matrix.mul_assoc]
        _ = S * (W * V) * diagonal f := by rw [hV1]; simp only [Matrix.mul_assoc]
    · calc (W * V)ᵀ * S * (W * V) = Vᵀ * (Wᵀ * S * W) * V := by
            simp only [transpose_mul, Matrix.mul_assoc]
        _ = 1 := by rw [hW, Matrix.mul_one, hV2]
  refine ⟨f, hL, fun g hg => funext fun k => ?_⟩
  have h := level_error_bound hg hL hs k
  rw [sub_self, norm_zero, zero_div] at h
  exact sub_eq_zero.mp (abs_nonpos_iff.mp h)
```

## Equality and the two-orbital overlap

Size `n + 1` ensures that there is a highest level, `Fin.last n`. Here `hlow` is the eigenvector argument, and `hb` supplies the upper bound.

```lean
/-- The bound is sharp: for `H = 0` and `H' = 1` the highest level of `(H', S)` is `1 / s`, and
the highest levels differ by exactly the spectral norm of `H - H'` divided by `s`. -/
theorem bound_attained {S : Matrix (Fin (n + 1)) (Fin (n + 1)) ℝ} {E E' : Fin (n + 1) → ℝ}
    (hE : IsLevels 0 S E) (hE' : IsLevels 1 S E') (hs : IsSmallestEigenvalue S s) :
    E' (Fin.last n) = 1 / s ∧ |E (Fin.last n) - E' (Fin.last n)| =
      ‖(0 : Matrix (Fin (n + 1)) (Fin (n + 1)) ℝ) - 1‖ / s := by
  have hb := level_error_bound hE hE' hs (Fin.last n)
  obtain ⟨-, C, h1, h2⟩ := hE
  obtain ⟨hmono, C', h'⟩ := hE'
  have hs0 := (overlap_bound h' hs).1
  have hd : diagonal E = 0 := by
    calc diagonal E = Cᵀ * S * C * diagonal E := by rw [h2, Matrix.one_mul]
      _ = Cᵀ * (S * C * diagonal E) := by simp only [Matrix.mul_assoc]
      _ = 0 := by rw [← h1, Matrix.zero_mul, Matrix.mul_zero]
  have hE0 : E (Fin.last n) = 0 := by
    simpa using congrFun (congrFun hd (Fin.last n)) (Fin.last n)
  have hnorm : ‖(0 : Matrix (Fin (n + 1)) (Fin (n + 1)) ℝ) - 1‖ = 1 := by
    rw [zero_sub, norm_neg]
    exact CStarRing.norm_one
  rw [hnorm, hE0] at hb
  -- the eigenvector of S belonging to s forces the highest level up to 1 / s
  have hlow : 1 / s ≤ E' (Fin.last n) := by
    obtain ⟨v, hv, hSv⟩ := hs.1
    have hx := orbital_expansion h' v
    have hle : v ⬝ᵥ (1 : Matrix (Fin (n + 1)) (Fin (n + 1)) ℝ) *ᵥ v ≤
        E' (Fin.last n) * (v ⬝ᵥ S *ᵥ v) := by
      rw [hx.1, hx.2.1, Finset.mul_sum]
      exact Finset.sum_le_sum fun j _ =>
        mul_le_mul_of_nonneg_right (hmono (Fin.le_last j)) (sq_nonneg _)
    have hp := hx.2.2 hv
    rw [hSv, dotProduct_smul, smul_eq_mul] at hp hle
    rw [one_mulVec] at hle
    have hvv : 0 < v ⬝ᵥ v := (mul_pos_iff_of_pos_left hs0).mp hp
    rw [div_le_iff₀ hs0]
    refine le_of_mul_le_mul_right ?_ hvv
    linarith
  have heq : E' (Fin.last n) = 1 / s := le_antisymm (by linarith [(abs_le.mp hb).1]) hlow
  refine ⟨heq, ?_⟩
  rw [hnorm, hE0, heq, zero_sub, abs_neg, abs_of_pos (one_div_pos.mpr hs0)]
```

For two orbitals, an eigenvector \(v\) with eigenvalue \(\mu\) satisfies

\[
(\mu-(1-\sigma))(v_0^2+v_1^2)=\sigma(v_0+v_1)^2\ge0,
\]

which is `hid` in the code. Hence \(\mu\ge1-\sigma\), and the unnormalised vector `![1, -1]` attains this value.

```lean
/-- Two normalised orbitals with overlap `σ ≥ 0` have an overlap matrix whose smallest
eigenvalue is `1 - σ`. -/
theorem two_orbital_smallest {σ : ℝ} (hσ : 0 ≤ σ) :
    IsSmallestEigenvalue !![1, σ; σ, 1] (1 - σ) := by
  constructor
  · refine ⟨![1, -1], fun h => ?_, ?_⟩
    · simpa using congrFun h 0
    · ext i
      fin_cases i <;> simp [Matrix.mulVec, dotProduct, Fin.sum_univ_succ] <;> ring
  · rintro μ ⟨v, hv, h⟩
    have h0 := congrFun h 0
    have h1 := congrFun h 1
    simp [Matrix.mulVec, dotProduct, Fin.sum_univ_succ] at h0 h1
    have hpos : 0 < v 0 ^ 2 + v 1 ^ 2 := by
      by_contra hn
      have hz0 : v 0 ^ 2 = 0 := by linarith [sq_nonneg (v 0), sq_nonneg (v 1), not_lt.mp hn]
      have hz1 : v 1 ^ 2 = 0 := by linarith [sq_nonneg (v 0), sq_nonneg (v 1), not_lt.mp hn]
      apply hv
      ext i
      fin_cases i
      · exact (pow_eq_zero_iff two_ne_zero).mp hz0
      · exact (pow_eq_zero_iff two_ne_zero).mp hz1
    have hid : (μ - (1 - σ)) * (v 0 ^ 2 + v 1 ^ 2) = σ * (v 0 + v 1) ^ 2 := by
      linear_combination (-v 0) * h0 - v 1 * h1
    have hnn : 0 ≤ (μ - (1 - σ)) * (v 0 ^ 2 + v 1 ^ 2) := by
      rw [hid]
      exact mul_nonneg hσ (sq_nonneg _)
    linarith [(mul_nonneg_iff_of_pos_right hpos).mp hnn]

end OverlapErrorAmplification
```

```lean
#print axioms OverlapErrorAmplification.existsUnique_levels
#print axioms OverlapErrorAmplification.bound_attained
#print axioms OverlapErrorAmplification.two_orbital_smallest
```

```
'OverlapErrorAmplification.existsUnique_levels' depends on axioms: [propext, Classical.choice, Quot.sound]
'OverlapErrorAmplification.bound_attained' depends on axioms: [propext, Classical.choice, Quot.sound]
'OverlapErrorAmplification.two_orbital_smallest' depends on axioms: [propext, Classical.choice, Quot.sound]
```

For one-electron models with a finite real basis and an exactly known, unchanged overlap matrix, \(1/s\) is thus the worst-case factor from Hamiltonian error to orbital-energy error when \(H\) and \(H'\) may be any real symmetric matrices. In a model that ties the matrix elements to one another, as extended Hückel theory does, the bound still holds but the worst case may be smaller. Errors in \(S\) itself, or a Hamiltonian that responds to its own orbitals, need a separate analysis.
